# Whole-number decomposition of a rational mixture of finitely many phases

A compound whose energy lies above the convex hull of its competitors can lower its energy by separating into other phases. The hull calculation returns phase fractions, which are real numbers, while a reaction equation needs whole numbers. If more phases lie on one facet of the hull than the balances can fix, the fractions need not be unique and may be irrational. Does a whole-number reaction between the same phases still exist?

It does when all compositions are rational. Let phase $i$, one of finitely many, have content $a_{ie}\in\mathbb Q$ of component $e$ per unit of material, and let $x_e\in\mathbb Q$ be the overall composition. Suppose real fractions $w_i$ satisfy

$$w_i\ge 0,\qquad \sum_i w_i=1,\qquad \sum_i w_i a_{ie}=x_e .$$

Then there are integers $N>0$ and $k_i\ge 0$ with $\sum_i k_i=N$ and $Nx_e=\sum_i k_i a_{ie}$, and $k_i>0$ exactly when $w_i>0$.

## From real fractions to integers

Rounding each $w_i$ separately can spoil the balances. We look for a way of rounding that respects every linear equation with rational coefficients.

Regard $\mathbb R$ as a vector space over $\mathbb Q$ and choose a basis $b_j$. Every real $t$ is a finite sum $t=\sum_j\lambda_j(t)\,b_j$ with rational $\lambda_j(t)$. For each $n=0,1,2,\dots$ pick rationals $r_{nj}$ with $b_j<r_{nj}<b_j+1/(n+1)$, and set

$$f_n(t)=\sum_j\lambda_j(t)\,r_{nj}\in\mathbb Q .$$

Each $f_n$ is $\mathbb Q$-linear. For fixed $t$ the sum is finite and $r_{nj}\to b_j$, so $f_n(t)\to t$.

Applying $f_n$ to the component balance gives $\sum_i a_{ie}f_n(w_i)=x_e f_n(1)$. Since $f_n(1)\to1$, we may divide by it for large $n$. The rational numbers

$$q_i=\frac{f_n(w_i)}{f_n(1)}$$

then satisfy $\sum_i q_i a_{ie}=x_e$. The normalisation is a balance of the same kind, with all coefficients equal to 1, so $\sum_i q_i=1$. If $w_i=0$, then $q_i=0$ by linearity. If $w_i>0$, then $q_i>0$ for large $n$, because $q_i\to w_i$. With finitely many phases, one $n$ serves them all and also brings every $q_i$ within a prescribed $\varepsilon>0$ of $w_i$.

Finally, let $N$ be the product of the denominators of the $q_i$ and put $k_i=Nq_i$. These are nonnegative integers, and multiplying both balances by $N$ gives the claim. Conversely, an integer decomposition yields the fractions $w_i=k_i/N$.

## A₂B split into A, AB and B

Let $x=1/3$ be the atomic fraction of B in A₂B, and let the phases A, AB and B have atomic fractions $0$, $1/2$ and $1$. All three lie on one facet of the hull only if the energy per atom of AB is the average of those of A and B; suppose that it is. One admissible set of fractions is

$$w=\left(\tfrac{2+\sqrt2}{6},\ \tfrac{2-\sqrt2}{3},\ \tfrac{\sqrt2}{6}\right)\approx(0.569,\,0.195,\,0.236).$$

A $\mathbb Q$-linear map with $1\mapsto1$ and $\sqrt2\mapsto 3/2$ gives $q=(7/12,\,1/6,\,1/4)$. With $N=12$ the counts are $(7,2,3)$, and indeed $12\cdot\frac13=2\cdot\frac12+3$. A unit here holds one atom, so two units of AB make one formula unit:

$$4\,\mathrm{A_2B}\to 7\,\mathrm A+\mathrm{AB}+3\,\mathrm B .$$

The product of denominators would give $N=288$, a valid but larger multiple.

## Mixtures and decompositions in Lean

The finite type `ι` labels the phases and `κ` the components; `κ` may even be infinite.

```lean
import Mathlib

open Filter Topology

namespace IntegerDecomposition

variable {ι κ : Type*} [Fintype ι]
```

A composition is a function `κ → ℚ`. It need not be nonnegative or sum to one, so atomic fractions are a special case. The fractions `w` are real, and the casts place the rational data in $\mathbb R$.

```lean
/-- The real phase fractions `w` are nonnegative, sum to one, and mix the phases of
compositions `a i` to the overall composition `x`. -/
def IsMixture (a : ι → κ → ℚ) (x : κ → ℚ) (w : ι → ℝ) : Prop :=
  (∀ i, 0 ≤ w i) ∧ ∑ i, w i = 1 ∧ ∀ e, ∑ i, w i * (a i e : ℝ) = (x e : ℝ)
```

The integer version fixes the convention that the total number of units is conserved, as it is when a unit holds one atom or one mole of atoms. The letter `k` denotes these counts, not a rate or Boltzmann's constant.

```lean
/-- A positive number `N` of units of composition `x` decomposes into `k i` units of each
phase `i`, with every component and the total number of units conserved. -/
def IsDecomposition (a : ι → κ → ℚ) (x : κ → ℚ) (N : ℕ) (k : ι → ℕ) : Prop :=
  0 < N ∧ ∑ i, k i = N ∧ ∀ e, (N : ℚ) * x e = ∑ i, (k i : ℚ) * a i e
```

Energies appear in neither definition. That the reaction is downhill must come from the hull calculation. If the phases lie on one facet of the hull, the energy per unit is an affine function of composition there, so every mixture of them with overall composition $x$ has the same energy, whatever the fractions.

## Linear maps that approximate the identity

The next theorem supplies the maps $f_n$. The inequalities `hr1` and `hr2` squeeze `r n j` towards `b j`, and `b.constr` builds the linear map with these values on the basis. The finite expansion `hw` then carries the convergence over to every real number.

```lean
/-- There is a sequence of `ℚ`-linear maps from the reals to the rationals whose values at
each real number converge to that number. -/
theorem exists_rational_functionals :
    ∃ f : ℕ → ℝ →ₗ[ℚ] ℚ, ∀ w : ℝ, Tendsto (fun n => ((f n w : ℚ) : ℝ)) atTop (𝓝 w) := by
  have b := Module.Basis.ofVectorSpace ℚ ℝ
  -- approximate every basis element by rationals
  have h : ∀ (n : ℕ) j, ∃ r : ℚ, b j < (r : ℝ) ∧ (r : ℝ) < b j + 1 / ((n : ℝ) + 1) := by
    intro n j
    have h0 : (0 : ℝ) < 1 / ((n : ℝ) + 1) := by positivity
    exact exists_rat_btwn (by linarith)
  choose r hr1 hr2 using h
  have hr : ∀ j, Tendsto (fun n => (r n j : ℝ)) atTop (𝓝 (b j)) := by
    intro j
    have h0 := (tendsto_one_div_add_atTop_nhds_zero_nat (𝕜 := ℝ)).const_add (b j)
    rw [add_zero] at h0
    exact tendsto_of_tendsto_of_tendsto_of_le_of_le tendsto_const_nhds h0
      (fun n => (hr1 n j).le) (fun n => (hr2 n j).le)
  refine ⟨fun n => b.constr ℚ (r n), fun w => ?_⟩
  -- only finitely many basis elements enter the expansion of `w`
  have hw : ∑ j ∈ (b.repr w).support, ((b.repr w j : ℚ) : ℝ) * b j = w := by
    have h0 := b.linearCombination_repr w
    rw [Finsupp.linearCombination_apply, Finsupp.sum] at h0
    simp only [Rat.smul_def] at h0
    exact h0
  have hf : ∀ n, ((b.constr ℚ (r n) w : ℚ) : ℝ)
      = ∑ j ∈ (b.repr w).support, ((b.repr w j : ℚ) : ℝ) * (r n j : ℝ) := by
    intro n
    rw [Module.Basis.constr_apply, Finsupp.sum]
    simp only [smul_eq_mul, Rat.cast_sum, Rat.cast_mul]
  have hs : Tendsto (fun n => ∑ j ∈ (b.repr w).support,
      ((b.repr w j : ℚ) : ℝ) * (r n j : ℝ)) atTop
      (𝓝 (∑ j ∈ (b.repr w).support, ((b.repr w j : ℚ) : ℝ) * b j)) :=
    tendsto_finsetSum _ (fun j _ => (hr j).const_mul _)
  rw [hw] at hs
  exact Tendsto.congr (fun n => (hf n).symm) hs
```

## Rational coefficients for the same phases

Here the coefficients `c` need not sum to one, so `a i e` may also count atoms per formula unit. The facts `hone`, `hclose` and `hpos` hold for all large `n`, and a common `n` is extracted from them. `eventually_all` uses the finiteness of `ι`, as do the sums. `key` moves rational factors through `f n`, and the `calc` block divides the transformed balance by `f n 1`.

```lean
/-- If nonnegative real coefficients of finitely many phases solve balance equations with rational
data, then nonnegative rational ones do too, as close as desired and positive for the same phases.
-/
theorem rational_coefficients (a : ι → κ → ℚ) (x : κ → ℚ) (c : ι → ℝ)
    (hc : ∀ i, 0 ≤ c i) (h : ∀ e, ∑ i, c i * (a i e : ℝ) = (x e : ℝ))
    {ε : ℝ} (hε : 0 < ε) :
    ∃ q : ι → ℚ, (∀ e, ∑ i, q i * a i e = x e) ∧
      ∀ i, 0 ≤ q i ∧ (0 < q i ↔ 0 < c i) ∧ |(q i : ℝ) - c i| < ε := by
  obtain ⟨f, hf⟩ := exists_rational_functionals
  have hq : ∀ i, Tendsto (fun n => ((f n (c i) : ℚ) : ℝ) / ((f n 1 : ℚ) : ℝ)) atTop
      (𝓝 (c i)) := by
    intro i
    have h0 : Tendsto (fun n => ((f n (c i) : ℚ) : ℝ) / ((f n 1 : ℚ) : ℝ)) atTop
        (𝓝 (c i / 1)) := (hf (c i)).div (hf 1) one_ne_zero
    rwa [div_one] at h0
  have hone : ∀ᶠ n in atTop, (0 : ℝ) < ((f n 1 : ℚ) : ℝ) :=
    (hf 1).eventually (lt_mem_nhds zero_lt_one)
  have hclose : ∀ᶠ n in atTop, ∀ i,
      |((f n (c i) : ℚ) : ℝ) / ((f n 1 : ℚ) : ℝ) - c i| < ε :=
    eventually_all.2 fun i => by
      simpa only [Real.dist_eq] using Metric.tendsto_nhds.1 (hq i) ε hε
  have hpos : ∀ᶠ n in atTop, ∀ i, 0 < c i →
      (0 : ℝ) < ((f n (c i) : ℚ) : ℝ) / ((f n 1 : ℚ) : ℝ) :=
    eventually_all.2 fun i => eventually_imp_distrib_left.2 fun hi =>
      (hq i).eventually (lt_mem_nhds hi)
  obtain ⟨n, h1, h2, h3⟩ := (hone.and (hclose.and hpos)).exists
  have hne : f n 1 ≠ 0 := by exact_mod_cast h1.ne'
  have hzero : ∀ i, ¬ 0 < c i → f n (c i) = 0 := by
    intro i hi
    rw [le_antisymm (not_lt.1 hi) (hc i), map_zero]
  -- rational factors pass through the map
  have key : ∀ (t : ℝ) (s : ℚ), f n (t * (s : ℝ)) = s * f n t := by
    intro t s
    have h0 := (f n).map_smul s t
    rwa [Rat.smul_def, smul_eq_mul, mul_comm (s : ℝ) t] at h0
  refine ⟨fun i => f n (c i) / f n 1, fun e => ?_, fun i => ⟨?_, ⟨?_, ?_⟩, ?_⟩⟩
  · change ∑ i, f n (c i) / f n 1 * a i e = x e
    have hx1 := key 1 (x e)
    rw [one_mul] at hx1
    have hx := congrArg (f n) (h e)
    rw [map_sum, hx1] at hx
    simp only [key] at hx
    calc ∑ i, f n (c i) / f n 1 * a i e = (∑ i, a i e * f n (c i)) / f n 1 := by
          rw [Finset.sum_div]
          exact Finset.sum_congr rfl fun i _ => by ring
      _ = x e := by rw [hx, mul_div_cancel_right₀ _ hne]
  · by_cases hi : 0 < c i
    · exact_mod_cast (h3 i hi).le
    · simp [hzero i hi]
  · intro hp
    by_contra hi
    simp [hzero i hi] at hp
  · intro hi
    exact_mod_cast h3 i hi
  · have h0 := h2 i
    push_cast
    exact h0
```

Clearing denominators uses the fact that each one divides their product. With the quotient called `m`, the integer is `m` times the numerator, which is nonnegative by `hq`.

```lean
/-- Finitely many nonnegative rational amounts become whole numbers after multiplication
by one positive integer. -/
theorem clear_denominators (q : ι → ℚ) (hq : ∀ i, 0 ≤ q i) :
    ∃ N : ℕ, 0 < N ∧ ∃ k : ι → ℕ, ∀ i, (k i : ℚ) = N * q i := by
  have h : ∀ i, ∃ k : ℕ, (k : ℚ) = ((∏ j, (q j).den : ℕ) : ℚ) * q i := by
    intro i
    obtain ⟨m, hm⟩ : (q i).den ∣ ∏ j, (q j).den :=
      Finset.dvd_prod_of_mem (fun j => (q j).den) (Finset.mem_univ i)
    have hn : (((q i).num.toNat : ℕ) : ℚ) = ((q i).num : ℚ) := by
      exact_mod_cast Int.toNat_of_nonneg (Rat.num_nonneg.2 (hq i))
    refine ⟨m * (q i).num.toNat, ?_⟩
    rw [hm, Nat.cast_mul, Nat.cast_mul]
    linear_combination (m : ℚ) * hn - (m : ℚ) * Rat.mul_den_eq_num (q i)
  choose k hk using h
  exact ⟨∏ j, (q j).den, Finset.prod_pos fun i _ => (q i).den_pos, k, hk⟩
```

## Fractions that sum to one

To include the normalisation, the component labels are extended to `Option κ`. The extra label `none` carries the equation with all coefficients equal to 1.

```lean
/-- A rational composition that is a real mixture of finitely many rational phases is also
a mixture with rational fractions, as close as desired and with the same phases present. -/
theorem rational_mixture {a : ι → κ → ℚ} {x : κ → ℚ} {w : ι → ℝ}
    (h : IsMixture a x w) {ε : ℝ} (hε : 0 < ε) :
    ∃ q : ι → ℚ, IsMixture a x (fun i => (q i : ℝ)) ∧
      ∀ i, (0 < q i ↔ 0 < w i) ∧ |(q i : ℝ) - w i| < ε := by
  obtain ⟨hw, hsum, hx⟩ := h
  -- normalisation is one more balance equation, labelled `none`
  obtain ⟨q, hq, hq'⟩ := rational_coefficients
    (fun i (o : Option κ) => o.elim 1 (a i)) (fun o => o.elim 1 x) w hw
    (by
      rintro (_ | e)
      · simpa using hsum
      · exact hx e) hε
  have h1 : ∑ i, q i = 1 := by simpa using hq none
  have h2 : ∀ e, ∑ i, q i * a i e = x e := fun e => hq (some e)
  refine ⟨q, ⟨fun i => ?_, ?_, fun e => ?_⟩, fun i => (hq' i).2⟩ <;> beta_reduce
  · exact_mod_cast (hq' i).1
  · exact_mod_cast h1
  · exact_mod_cast h2 e
```

The integer statement combines the last two results. Closeness is not needed here, so $\varepsilon$ is set to 1. The final clause says that exactly the phases with positive fraction appear in the reaction.

```lean
/-- If a rational composition is a real mixture of finitely many rational phases, a positive
integer number of its units decomposes into whole units of exactly the phases present. -/
theorem integer_decomposition {a : ι → κ → ℚ} {x : κ → ℚ} {w : ι → ℝ}
    (h : IsMixture a x w) :
    ∃ N k, IsDecomposition a x N k ∧ ∀ i, 0 < k i ↔ 0 < w i := by
  obtain ⟨q, ⟨hq0, hq1, hqx⟩, hq⟩ := rational_mixture h one_pos
  beta_reduce at hq0 hq1 hqx
  have h0 : ∀ i, 0 ≤ q i := fun i => by exact_mod_cast hq0 i
  have h1 : ∑ i, q i = 1 := by exact_mod_cast hq1
  have h2 : ∀ e, ∑ i, q i * a i e = x e := fun e => by exact_mod_cast hqx e
  obtain ⟨N, hN, k, hk⟩ := clear_denominators q h0
  have hN' : (0 : ℚ) < N := by exact_mod_cast hN
  refine ⟨N, k, ⟨hN, ?_, fun e => ?_⟩, fun i => ?_⟩
  · have hs : ∑ i, (k i : ℚ) = N := by
      simp only [hk]
      rw [← Finset.mul_sum, h1, mul_one]
    exact_mod_cast hs
  · rw [← h2 e, Finset.mul_sum]
    exact Finset.sum_congr rfl fun i _ => by rw [hk i]; ring
  · rw [← (hq i).1, ← Nat.cast_pos (α := ℚ), hk i]
    exact mul_pos_iff_of_pos_left hN'
```

Adding the converse gives an equivalence. It concerns existence only: the fractions $k_i/N$ need not be the real ones from which one started.

```lean
/-- For finitely many rational phases and a rational composition, a mixture with real
fractions exists if and only if an integer decomposition exists. -/
theorem mixture_iff_decomposition (a : ι → κ → ℚ) (x : κ → ℚ) :
    (∃ w, IsMixture a x w) ↔ ∃ N k, IsDecomposition a x N k := by
  constructor
  · rintro ⟨w, hw⟩
    obtain ⟨N, k, h, -⟩ := integer_decomposition hw
    exact ⟨N, k, h⟩
  · rintro ⟨N, k, hN, hs, hx⟩
    have hN' : (N : ℝ) ≠ 0 := by exact_mod_cast hN.ne'
    -- the phase fractions are `k i / N`
    refine ⟨fun i => (k i : ℝ) / N, fun i => by positivity, ?_, fun e => ?_⟩
    · have hs' : ∑ i, (k i : ℝ) = N := by exact_mod_cast hs
      rw [← Finset.sum_div, hs', div_self hN']
    · have hx' : (N : ℝ) * (x e : ℝ) = ∑ i, (k i : ℝ) * (a i e : ℝ) := by
        exact_mod_cast hx e
      have h0 : ∑ i, (k i : ℝ) / N * (a i e : ℝ)
          = (∑ i, (k i : ℝ) * (a i e : ℝ)) / N := by
        rw [Finset.sum_div]
        exact Finset.sum_congr rfl fun i _ => by ring
      rw [h0, ← hx', mul_div_cancel_left₀ _ hN']
```

For phase diagrams computed from electronic-structure energies, this means that whenever the hull calculation decomposes a compound of rational composition into finitely many phases of fixed rational composition, there is a balanced whole-number reaction to exactly the phases present, although its phase fractions may differ from the computed ones. If a unit holds one atom, a further whole-number factor turns the counts into whole numbers of formula units.

## An irrational composition between two elements

Even with the phases at 0 and 1, a whole-number decomposition does not exist for every real overall composition. The value $\sqrt2/2$ lies between them, but $N\sqrt2/2=l$ with whole numbers $N>0$ and $l$ would make $\sqrt2=2l/N$ rational. The theorem uses Mathlib's `convexHull`, since `IsMixture` accepts only rational `x`. It excludes all counts `k` and `l`, whether or not they sum to `N`.

```lean
/-- The composition `√2 / 2` lies between the phases `0` and `1`, but no positive integer
number of its units decomposes into whole units of these phases. -/
theorem irrational_composition :
    √2 / 2 ∈ convexHull ℝ ({0, 1} : Set ℝ) ∧
      ¬ ∃ N k l : ℕ, 0 < N ∧ (N : ℝ) * (√2 / 2) = k * 0 + l * 1 := by
  constructor
  · rw [convexHull_pair, segment_eq_Icc zero_le_one]
    constructor
    · positivity
    · nlinarith [Real.sq_sqrt (show (0 : ℝ) ≤ 2 by norm_num), Real.sqrt_nonneg 2]
  · rintro ⟨N, k, l, hN, h⟩
    have hN' : (N : ℝ) ≠ 0 := by exact_mod_cast hN.ne'
    -- otherwise `√2` would be the fraction `2 l / N`
    refine irrational_sqrt_two ⟨2 * (l : ℚ) / N, ?_⟩
    push_cast
    rw [div_eq_iff hN']
    linear_combination (-2) * h

end IntegerDecomposition
```

```lean
#print axioms IntegerDecomposition.mixture_iff_decomposition
#print axioms IntegerDecomposition.irrational_composition
```

```
'IntegerDecomposition.mixture_iff_decomposition' depends on axioms: [propext, Classical.choice, Quot.sound]
'IntegerDecomposition.irrational_composition' depends on axioms: [propext, Classical.choice, Quot.sound]
```
